# Symmetrised and Kubo rates agree for integrable spectra continuous at zero frequency

A thermal reaction rate can be computed as the time integral of a symmetrised or of a Kubo-transformed flux correlation function. The two functions differ in time, but their damped integrals have the same limit \(\pi G(0)\) as the damping is removed. Here \(G\) is the symmetrised spectrum, normalised so that the symmetrised function at time \(t\) is \(\int_{-\infty}^{\infty}G(w)\cos(wt)\,dw\); the theorem assumes that \(G\) is continuous at zero frequency and that both spectra are integrable.

This allows a symmetrised quantum calculation to be compared, at the level of the rate, with a method that approximates the Kubo function, provided the spectra meet these conditions.

## Two spectra and their time integrals

```lean
import Mathlib

open MeasureTheory Filter Set
open scoped Real Topology

namespace QuantumRateKubo

noncomputable section

/-- The Kubo factor `sinh(bw/2)/(bw/2)` at inverse temperature `b ≠ 0` and frequency `w`,
with the value `1` at `w = 0`. -/
def kuboFactor (b w : ℝ) : ℝ :=
  if w = 0 then 1 else Real.sinh (b * w / 2) / (b * w / 2)
```

The letter \(b\) stands for \(\hbar/(k_BT)\), which is the inverse temperature when \(\hbar=1\), and \(w\) is an angular frequency. The definition reads

\[
\kappa_b(w)=\frac{\sinh(bw/2)}{bw/2},\qquad \kappa_b(0)=1 .
\]

```lean
/-- The Kubo spectrum belonging to the symmetrised spectrum `G`, for `b ≠ 0`. -/
def kuboSpectrum (b : ℝ) (G : ℝ → ℝ) (w : ℝ) : ℝ := G w * kuboFactor b w
```

This is \(G_K(w)=G(w)\,\kappa_b(w)\). The type `ℝ → ℝ` says that a spectrum is a real function of a real frequency.

```lean
/-- The time correlation function with spectrum `G`: its cosine transform. -/
def correlation (G : ℝ → ℝ) (t : ℝ) : ℝ := ∫ w, G w * Real.cos (w * t)
```

The correlation function is \(C(t)=\int_{-\infty}^{\infty}G(w)\cos(wt)\,dw\), with no prefactor. A cosine suffices because the symmetrised and the Kubo-transformed flux autocorrelation functions are both real and even in time.

```lean
/-- The time integral of a correlation function over `t > 0` with damping `exp(-et)`. -/
def dampedRate (e : ℝ) (C : ℝ → ℝ) : ℝ := ∫ t in Ioi (0 : ℝ), Real.exp (-e * t) * C t
```

For damping \(e\), which is neither Euler's number nor a charge, this is \(\int_0^\infty \exp(-et)\,C(t)\,dt\). The physical rate constant also contains division by the reactant partition function, the same for both forms.

## The Kubo factor as a thermal average

```lean
/-- For `b > 0` the Kubo factor is the average of `exp((l - b/2)w)` over the imaginary
time `l` between `0` and `b`. -/
theorem kuboFactor_eq_average {b : ℝ} (hb : 0 < b) (w : ℝ) :
    kuboFactor b w = (1 / b) * ∫ l in (0 : ℝ)..b, Real.exp ((l - b / 2) * w) := by
  by_cases hw : w = 0
  · simp [kuboFactor, hw, hb.ne']
  have hd : ∀ l ∈ uIcc 0 b, HasDerivAt (fun l : ℝ => Real.exp ((l - b / 2) * w) / w)
      (Real.exp ((l - b / 2) * w)) l := by
    intro l _
    have h := ((((hasDerivAt_id' l).sub_const (b / 2)).mul_const w).exp).div_const w
    exact h.congr_deriv (by field_simp)
  have hI : ∫ l in (0 : ℝ)..b, Real.exp ((l - b / 2) * w)
      = Real.exp ((b - b / 2) * w) / w - Real.exp ((0 - b / 2) * w) / w :=
    intervalIntegral.integral_eq_sub_of_hasDerivAt hd
      (Continuous.intervalIntegrable (by fun_prop) _ _)
  rw [hI, kuboFactor, if_neg hw, Real.sinh_eq, show (b - b / 2) * w = b * w / 2 by ring,
    show (0 - b / 2) * w = -(b * w / 2) by ring]
  generalize Real.exp (b * w / 2) = A
  generalize Real.exp (-(b * w / 2)) = B
  field_simp
```

The Kubo transform averages over imaginary time \(l\), and this theorem recovers the factor from that average. For \(w\neq0\),

\[
\frac1b\int_0^b \exp\big((l-\tfrac b2)w\big)\,dl
=\frac{\exp(bw/2)-\exp(-bw/2)}{bw}=\frac{\sinh(bw/2)}{bw/2}.
\]

For \(w=0\) the integrand is 1, and so is the average. In Lean, `hd` checks the antiderivative and `hI` inserts the limits.

```lean
/-- For `b > 0` the Kubo factor is continuous at zero frequency. -/
theorem continuousAt_kuboFactor {b : ℝ} (hb : 0 < b) : ContinuousAt (kuboFactor b) 0 := by
  -- the factor is the difference quotient of sinh at the origin
  have h : kuboFactor b = fun w => dslope Real.sinh 0 (b * w / 2) := by
    funext w
    by_cases hw : w = 0
    · simp [kuboFactor, hw, dslope_same]
    · have hx : b * w / 2 ≠ 0 := by positivity
      rw [dslope_of_ne _ hx, slope_def_field, kuboFactor, if_neg hw, Real.sinh_zero,
        sub_zero, sub_zero]
  have hc : ContinuousAt (dslope Real.sinh 0) (b * 0 / 2) := by
    rw [show b * 0 / 2 = (0 : ℝ) by ring]
    exact continuousAt_dslope_same.2 Real.differentiable_sinh.differentiableAt
  rw [h]
  exact ContinuousAt.comp (f := fun w : ℝ => b * w / 2) hc (by fun_prop)
```

By hand, \(\sinh x/x\to\sinh'(0)=\cosh 0=1\) as \(x\to0\); now put \(x=bw/2\). Lean's `dslope` is the difference quotient with the derivative filled in at the base point, so differentiability of sinh there gives continuity.

## From damped oscillations to a Lorentzian

```lean
/-- For damping `e > 0`, an oscillation of frequency `w` has the Lorentzian `e/(e² + w²)`
as its damped time integral. -/
theorem dampedRate_cos {e : ℝ} (he : 0 < e) (w : ℝ) :
    dampedRate e (fun t => Real.cos (w * t)) = e / (e ^ 2 + w ^ 2) := by
  have ha : (⟨-e, w⟩ : ℂ).re < 0 := neg_lt_zero.2 he
  -- the integrand is the real part of a decaying complex exponential
  have h : ∫ t in Ioi (0 : ℝ), Real.exp (-e * t) * Real.cos (w * t)
      = (∫ t in Ioi (0 : ℝ), Complex.exp ((⟨-e, w⟩ : ℂ) * t)).re := by
    refine Eq.trans ?_ (integral_re (integrableOn_exp_mul_complex_Ioi ha 0))
    refine integral_congr_ae (Eventually.of_forall fun t => ?_)
    show Real.exp (-e * t) * Real.cos (w * t) = (Complex.exp ((⟨-e, w⟩ : ℂ) * t)).re
    simp [Complex.exp_re]
  rw [dampedRate, h, integral_exp_mul_complex_Ioi ha]
  simp only [Complex.ofReal_zero, mul_zero, Complex.exp_zero, Complex.div_re, Complex.neg_re,
    Complex.one_re, Complex.neg_im, Complex.one_im, Complex.normSq_apply]
  ring
```

For \(e>0\), the cosine is the real part of a complex exponential:

\[
\int_0^\infty \exp(-et)\cos(wt)\,dt
=\mathrm{Re}\,\frac{1}{e-iw}=\frac{e}{e^2+w^2}.
\]

The notation `⟨-e, w⟩` is the complex number \(-e+iw\). Its negative real part, recorded in `ha`, makes the integral converge.

```lean
/-- For `e > 0` and an integrable spectrum, the damped rate is the spectrum integrated
against a Lorentzian of width `e`. -/
theorem dampedRate_eq_lorentzian {e : ℝ} (he : 0 < e) {G : ℝ → ℝ} (hG : Integrable G) :
    dampedRate e (correlation G) = ∫ w, G w * (e / (e ^ 2 + w ^ 2)) := by
  have hE : Integrable (fun t : ℝ => Real.exp (-e * t)) (volume.restrict (Ioi 0)) :=
    exp_neg_integrableOn_Ioi 0 he
  have hint : Integrable (fun p : ℝ × ℝ => Real.exp (-e * p.1) * (G p.2 * Real.cos (p.2 * p.1)))
      ((volume.restrict (Ioi 0)).prod volume) := by
    have h := hE.mul_prod hG
    have hc : Continuous fun p : ℝ × ℝ => Real.cos (p.2 * p.1) := by fun_prop
    refine h.mono ((h.aestronglyMeasurable.mul hc.aestronglyMeasurable).congr
      (Eventually.of_forall fun p => mul_assoc _ _ _)) (Eventually.of_forall fun p => ?_)
    show ‖Real.exp (-e * p.1) * (G p.2 * Real.cos (p.2 * p.1))‖ ≤ ‖Real.exp (-e * p.1) * G p.2‖
    rw [← mul_assoc, norm_mul]
    exact mul_le_of_le_one_right (norm_nonneg _) (Real.abs_cos_le_one _)
  -- exchange the time and frequency integrals
  calc dampedRate e (correlation G)
      = ∫ t in Ioi (0 : ℝ), ∫ w, Real.exp (-e * t) * (G w * Real.cos (w * t)) := by
        simp only [dampedRate, correlation, integral_const_mul]
    _ = ∫ w, ∫ t in Ioi (0 : ℝ), Real.exp (-e * t) * (G w * Real.cos (w * t)) :=
        integral_integral_swap hint
    _ = ∫ w, G w * (e / (e ^ 2 + w ^ 2)) := by
        refine integral_congr_ae (Eventually.of_forall fun w => ?_)
        dsimp only
        rw [← dampedRate_cos he w, dampedRate, ← integral_const_mul]
        congr 1
        funext t
        ring
```

Insert the definition of \(C\) and exchange the integrals:

\[
\int_0^\infty \exp(-et)\,C(t)\,dt
=\int_{-\infty}^{\infty} G(w)\,\frac{e}{e^2+w^2}\,dw .
\]

The exchange is allowed because the double integrand is bounded in size by \(\exp(-et)\,|G(w)|\), which is integrable over both variables. That is `hint`; the `calc` block then performs the exchange and the time integral.

## The limit of vanishing damping

```lean
/-- For an integrable spectrum continuous at zero frequency, the damped rate tends to
`π G(0)` as the damping is removed. -/
theorem tendsto_dampedRate {G : ℝ → ℝ} (hG : Integrable G) (h0 : ContinuousAt G 0) :
    Tendsto (fun e => dampedRate e (correlation G)) (𝓝[>] 0) (𝓝 (π * G 0)) := by
  have hone : ∫ x : ℝ, π⁻¹ * (1 + x ^ 2)⁻¹ = 1 := by
    rw [integral_const_mul, integral_univ_inv_one_add_sq, inv_mul_cancel₀ Real.pi_ne_zero]
  have hdecay : Tendsto (fun x : ℝ => ‖x‖ ^ Module.finrank ℝ ℝ * (π⁻¹ * (1 + x ^ 2)⁻¹))
      (Bornology.cobounded ℝ) (𝓝 0) := by
    have hl : Tendsto (fun x : ℝ => π⁻¹ * ‖x‖⁻¹) (Bornology.cobounded ℝ) (𝓝 0) := by
      simpa using (tendsto_inv_atTop_zero.comp
        (tendsto_norm_cobounded_atTop (E := ℝ))).const_mul π⁻¹
    refine squeeze_zero (fun x => by positivity) (fun x => ?_) hl
    rw [Module.finrank_self, pow_one, mul_left_comm]
    refine mul_le_mul_of_nonneg_left ?_ (by positivity)
    by_cases hx : x = 0
    · simp [hx]
    have hn : 0 < ‖x‖ := norm_pos_iff.2 hx
    have hsq : x ^ 2 = ‖x‖ ^ 2 := by rw [Real.norm_eq_abs, sq_abs]
    rw [hsq, ← div_eq_mul_inv, div_le_iff₀ (by positivity)]
    have h : ‖x‖⁻¹ * (1 + ‖x‖ ^ 2) = ‖x‖⁻¹ + ‖x‖ := by field_simp
    rw [h]
    linarith [inv_pos.2 hn]
  -- Lorentzians of fixed area concentrate at zero frequency
  have hpk := tendsto_integral_comp_smul_smul_of_integrable (μ := volume)
    (φ := fun x : ℝ => π⁻¹ * (1 + x ^ 2)⁻¹) (fun x => by positivity) hone hdecay hG h0
  refine ((hpk.comp tendsto_inv_nhdsGT_zero).const_mul π).congr' ?_
  filter_upwards [self_mem_nhdsWithin] with e he
  have he' : 0 < e := he
  rw [dampedRate_eq_lorentzian he' hG, Function.comp_apply, ← integral_const_mul]
  refine integral_congr_ae (Eventually.of_forall fun w => ?_)
  simp only [Module.finrank_self, pow_one, smul_eq_mul]
  have hD : e ^ 2 + w ^ 2 ≠ 0 := by positivity
  have hk : 1 + (e⁻¹ * w) ^ 2 = (e ^ 2 + w ^ 2) / e ^ 2 := by field_simp
  rw [hk]
  field_simp
```

The symbol `𝓝[>] 0` means that \(e\) approaches zero from above. Write \(L_e(w)=e/(e^2+w^2)\), whose area is \(\pi\). Then

\[
\int G L_e\,dw-\pi G(0)=\int \big(G(w)-G(0)\big)L_e(w)\,dw .
\]

Given \(\eta>0\), continuity supplies \(\delta>0\) with \(|G(w)-G(0)|<\eta\) for \(|w|<\delta\), so this region contributes at most \(\pi\eta\). Since \(L_e(w)\le e/w^2\), the rest contributes at most

\[
\frac{e}{\delta^2}\int|G|\,dw+|G(0)|\,\frac{2e}{\delta},
\]

which vanishes with \(e\). As \(\eta\) is arbitrary, the limit is \(\pi G(0)\).

Lean takes this estimate from a Mathlib theorem on peaked functions, applied to \(\varphi(x)=1/[\pi(1+x^2)]\). Here `hone` gives unit area, `hdecay` gives \(|x|\varphi(x)\to0\), and the closing algebra identifies \((\pi/e)\,\varphi(w/e)\) with \(L_e(w)\).

```lean
/-- Symmetrised and Kubo rates agree: for `b > 0` and integrable spectra `G` and `G_K`, with
`G` continuous at zero frequency, both damped rates tend to `π G(0)` as the damping is removed. -/
theorem symmetrised_and_kubo_rates_agree {b : ℝ} (hb : 0 < b) {G : ℝ → ℝ}
    (h0 : ContinuousAt G 0) (hG : Integrable G) (hK : Integrable (kuboSpectrum b G)) :
    Tendsto (fun e => dampedRate e (correlation G)) (𝓝[>] 0) (𝓝 (π * G 0)) ∧
    Tendsto (fun e => dampedRate e (correlation (kuboSpectrum b G))) (𝓝[>] 0)
      (𝓝 (π * G 0)) := by
  refine ⟨tendsto_dampedRate hG h0, ?_⟩
  -- the Kubo factor is one at zero frequency
  have h := tendsto_dampedRate hK (h0.mul (continuousAt_kuboFactor hb))
  have hz : kuboSpectrum b G 0 = G 0 := by simp [kuboSpectrum, kuboFactor]
  rwa [hz] at h

end

end QuantumRateKubo
```

The hypotheses are \(b>0\), continuity of \(G\) at zero (`h0`), and integrability of \(G\) and \(G_K\) (`hG`, `hK`). The symbol `∧` joins the two limits. The first is the preceding theorem for \(G\). For the second, \(G_K\) is a product of functions continuous at zero, and \(G_K(0)=G(0)\cdot1\), so the same theorem again gives \(\pi G(0)\).

To use this for a particular reaction, one must show that its flux correlation functions have such spectra. The condition on \(G_K\) is a real restriction: for a free particle and the flux through a sharp dividing point, \(G_K\) falls off only as \(|w|^{-1/2}\), so it is not integrable and the theorem does not apply. With a dividing point smoothed over a finite width, for instance by a Gaussian, the free-particle spectra meet the conditions. A finite system with discrete levels has a spectrum of sharp lines instead. The theorem concerns the limit of damped integrals and makes no statement about convergence of the undamped ones.

```lean
#print axioms QuantumRateKubo.kuboFactor_eq_average
#print axioms QuantumRateKubo.symmetrised_and_kubo_rates_agree
```

```
'QuantumRateKubo.kuboFactor_eq_average' depends on axioms: [propext, Classical.choice, Quot.sound]
'QuantumRateKubo.symmetrised_and_kubo_rates_agree' depends on axioms: [propext, Classical.choice, Quot.sound]
```
